# In a Harmonic Crystal Model, Fixing D Instead of E Adds (4π/V) Z ε⁻¹ Zᵀ to the Force Constants

Let ionic displacements u and a macroscopic electric field E have the energy

F(u,E) = u·Ku/2 − u·ZE − (V/8π) E·εE,

with K symmetric, ε symmetric positive definite and V > 0. If E is eliminated from F + (V/4π) E·D at given D, the result is a quadratic function of u whose Hessian is

K_D = K + (4π/V) Z ε⁻¹ Zᵀ.

Here the displacements u repeat in every cell, F is the energy per cell and V the cell volume. K holds the force constants at fixed E for such displacements, Z the Born effective charges, and ε the dielectric tensor of the electrons with the ions clamped. The units are Gaussian. Rows of Z belong to ionic coordinates and columns to field components, so Zᵀu is the dipole moment that the displacements give to the cell. D is the electric displacement field.

In density functional perturbation theory K, Z and ε come from second derivatives of the total energy. Within this harmonic, linear-dielectric model, the added term, taken for the single field component along the wavevector, is what stiffens polar longitudinal optical modes of long wavelength relative to transverse ones in a cubic crystal.

## Eliminating the field

Write c = 4π/V, so that V/4π = 1/c and V/8π = 1/(2c). Since u·ZE = E·Zᵀu, the terms linear in E combine:

F + (1/c) E·D = u·Ku/2 + (1/c) E·a − (1/(2c)) E·εE, where a = D − c Zᵀu.

Setting the derivative with respect to E to zero gives εE = a. The solution is

E₀ = ε⁻¹(D − c Zᵀu).

To see what kind of stationary point this is, put a = εE₀ and complete the square, using the symmetry of ε:

E·a − E·εE/2 = E₀·εE₀/2 − (E − E₀)·ε(E − E₀)/2.

The last term is negative unless E = E₀, so E₀ is the unique maximiser. At the maximum E₀·εE₀ = a·ε⁻¹a, and the energy at fixed D is

U(u) = u·Ku/2 + (1/(2c)) a·ε⁻¹a.

Expanding a, with ε⁻¹ symmetric, gives

U(u) = u·Ku/2 + (c/2) u·Zε⁻¹Zᵀu − u·Zε⁻¹D + (1/(2c)) D·ε⁻¹D
= u·K_D u/2 − u·Zε⁻¹D + (V/8π) D·ε⁻¹D.

K_D is symmetric because K and ε⁻¹ are. Hence, along a displacement pattern v,

U(u + tv) = U(u) + t v·(K_D u − Zε⁻¹D) + (t²/2) v·K_D v.

The slope at t = 0 is v·(K_D u − Zε⁻¹D). Replacing u by u + sw changes this slope by s v·K_D w, so the mixed second derivative is v·K_D w. Unit vectors for v and w pick out the entries of K_D.

Finally, for any pattern v,

v·K_D v − v·Kv = c (Zᵀv)·ε⁻¹(Zᵀv) ≥ 0,

with equality exactly when Zᵀv = 0. A pattern that carries no dipole is not stiffened.

## Two ions on a line

Take two ions with opposite charges joined by a spring, one field component, and units in which V = 4π, so c = 1. Let

K = [[2, −2], [−2, 2]], Z = (1, −1)ᵀ, ε = 2.

Then Zε⁻¹Zᵀ = [[1/2, −1/2], [−1/2, 1/2]], and

K_D = [[5/2, −5/2], [−5/2, 5/2]].

For the normalised optical pattern (1, −1)/√2 the curvature rises from 4 to 5. For the rigid translation (1, 1)/√2, where Zᵀv = 0, it is 0 in both cases.

The energy can be checked directly at D = 0 and u = (1, −1). Here Zᵀu = 2 and E₀ = −1, so F = 4 + 2 − 1 = 5. The quadratic form gives u·K_D u/2 = 10/2 = 5 as well.

## The energy and its variables in Lean

The finite index types `n` and `m` label ionic coordinates and field components. Displacements are functions `n → ℝ` and fields are functions `m → ℝ`. For a crystal, `m` can have three elements. It can also have one: for a long-wavelength longitudinal mode with unit wavevector direction q, the field lies along q, and one uses Zq for Z and q·εq for ε.

```lean
import Mathlib

open Matrix
open scoped Real

namespace FixedDisplacementForceConstants

noncomputable section

variable {n m : Type*} [Fintype n] [Fintype m] [DecidableEq m]
```

The energy F is called `enthalpy`. The symbol `⬝ᵥ` is the dot product and `*ᵥ` applies a matrix to a vector.

```lean
/-- The energy `F(u,E) = u·Ku/2 - u·ZE - (V/8π) E·εE` of ionic displacements `u` in a
macroscopic electric field `E`. -/
def enthalpy (V : ℝ) (K : Matrix n n ℝ) (Z : Matrix n m ℝ) (eps : Matrix m m ℝ)
    (u : n → ℝ) (E : m → ℝ) : ℝ :=
  (u ⬝ᵥ K *ᵥ u) / 2 - u ⬝ᵥ Z *ᵥ E - V / (8 * π) * (E ⬝ᵥ eps *ᵥ E)
```

Adding the term in E·D makes D the controlled variable.

```lean
/-- The Legendre form `F(u,E) + (V/4π) E·D`. -/
def legendreForm (V : ℝ) (K : Matrix n n ℝ) (Z : Matrix n m ℝ) (eps : Matrix m m ℝ)
    (D : m → ℝ) (u : n → ℝ) (E : m → ℝ) : ℝ :=
  enthalpy V K Z eps u E + V / (4 * π) * (E ⬝ᵥ D)
```

The field E₀ is introduced by its formula. That it is the right field to insert is proved later.

```lean
/-- The electric field `E = ε⁻¹(D - (4π/V) Zᵀu)` at given `D` and `u`, for `V ≠ 0` and
invertible `ε`. -/
def fieldAtD (V : ℝ) (Z : Matrix n m ℝ) (eps : Matrix m m ℝ) (D : m → ℝ) (u : n → ℝ) :
    m → ℝ :=
  eps⁻¹ *ᵥ (D - (4 * π / V) • (Zᵀ *ᵥ u))
```

Substituting it defines U(u), the energy at fixed D.

```lean
/-- The energy at fixed `D`: the Legendre form with the electric field eliminated, for `V ≠ 0`
and invertible `ε`. -/
def energyAtD (V : ℝ) (K : Matrix n n ℝ) (Z : Matrix n m ℝ) (eps : Matrix m m ℝ)
    (D : m → ℝ) (u : n → ℝ) : ℝ :=
  legendreForm V K Z eps D u (fieldAtD V Z eps D u)
```

The candidate Hessian K_D gets a name too. This definition says nothing yet about derivatives.

```lean
/-- The matrix `K + (4π/V) Z ε⁻¹ Zᵀ`, for `V ≠ 0` and invertible `ε`. -/
def forceConstantsAtD (V : ℝ) (K : Matrix n n ℝ) (Z : Matrix n m ℝ) (eps : Matrix m m ℝ) :
    Matrix n n ℝ :=
  K + (4 * π / V) • (Z * eps⁻¹ * Zᵀ)
```

K, Z and ε are inputs, independent of u and E. Their computation from electronic structure, anharmonic terms, ionic masses and phonon frequencies are not part of the model.

## Matrix identities behind the derivation

The first identity moves a matrix across a dot product, x·Ay = y·Aᵀx. It turns u·ZE into E·Zᵀu.

```lean
variable {V : ℝ} {K : Matrix n n ℝ} {Z : Matrix n m ℝ} {eps : Matrix m m ℝ}

private lemma dot_transpose {a b : Type*} [Fintype a] [Fintype b] (A : Matrix a b ℝ)
    (x : a → ℝ) (y : b → ℝ) : x ⬝ᵥ A *ᵥ y = y ⬝ᵥ Aᵀ *ᵥ x := by
  rw [mulVec_transpose, dotProduct_mulVec, dotProduct_comm]
```

For a symmetric matrix the two vectors may simply be exchanged.

```lean
private lemma dot_symm {a : Type*} [Fintype a] {A : Matrix a a ℝ} (hA : Aᵀ = A)
    (x y : a → ℝ) : x ⬝ᵥ A *ᵥ y = y ⬝ᵥ A *ᵥ x := by
  have h := dot_transpose A x y
  rwa [hA] at h
```

Mathlib's `PosDef` includes the Hermitian property, which for real matrices is symmetry. No separate hypothesis on ε is therefore needed.

```lean
omit [Fintype m] [DecidableEq m] in
private lemma eps_symm (heps : eps.PosDef) : epsᵀ = eps := by
  have h := heps.isHermitian.eq
  rwa [conjTranspose_eq_transpose_of_trivial] at h
```

The inverse inherits the symmetry.

```lean
private lemma inv_symm (heps : eps.PosDef) : (eps⁻¹)ᵀ = eps⁻¹ := by
  rw [transpose_nonsing_inv, eps_symm heps]
```

Positive definiteness also gives a positive determinant, so ε⁻¹ is a true inverse and ε(ε⁻¹x) = x.

```lean
private lemma eps_inv (heps : eps.PosDef) (x : m → ℝ) : eps *ᵥ (eps⁻¹ *ᵥ x) = x := by
  rw [mulVec_mulVec, mul_nonsing_inv _ heps.det_pos.ne'.isUnit, one_mulVec]
```

The quadratic form x·εx is positive for every nonzero x.

```lean
omit [DecidableEq m] in
private lemma quad_pos (heps : eps.PosDef) {x : m → ℝ} (hx : x ≠ 0) :
    0 < x ⬝ᵥ eps *ᵥ x := by
  simpa only [star_trivial] using heps.dotProduct_mulVec_pos hx
```

The last identity writes out K_D u as Ku plus the dielectric term.

```lean
private lemma forceConstants_mulVec (u : n → ℝ) :
    forceConstantsAtD V K Z eps *ᵥ u
      = K *ᵥ u + (4 * π / V) • (Z *ᵥ (eps⁻¹ *ᵥ (Zᵀ *ᵥ u))) := by
  simp only [forceConstantsAtD, add_mulVec, smul_mulVec, mulVec_mulVec, Matrix.mul_assoc]
```

## The eliminated field is the unique maximiser

The stationarity condition εE₀ = D − (4π/V)Zᵀu follows at once from the inverse.

```lean
/-- The eliminated field obeys `εE = D - (4π/V) Zᵀu`. -/
theorem eps_mulVec_fieldAtD (heps : eps.PosDef) (D : m → ℝ) (u : n → ℝ) :
    eps *ᵥ fieldAtD V Z eps D u = D - (4 * π / V) • (Zᵀ *ᵥ u) :=
  eps_inv heps _
```

The next theorem says that, for every E, the Legendre form is at most the fixed-D energy, with equality if and only if E is the eliminated field. In the proof, `hd` uses stationarity to express x·D through εE₀. After `generalize`, only that relation about E₀ is available, as in completing the square. The statement `gap` is the completed square itself; `field_simp` clears V and π, and `ring` checks the algebra. The two cases E = E₀ and E ≠ E₀ then give the inequality and uniqueness.

```lean
/-- At given `u` and `D` the Legendre form is largest at the eliminated field, and only there. -/
theorem legendreForm_le_energyAtD (hV : 0 < V) (heps : eps.PosDef) (D : m → ℝ) (u : n → ℝ)
    (E : m → ℝ) :
    legendreForm V K Z eps D u E ≤ energyAtD V K Z eps D u ∧
      (legendreForm V K Z eps D u E = energyAtD V K Z eps D u ↔ E = fieldAtD V Z eps D u) := by
  have hd : ∀ x : m → ℝ, x ⬝ᵥ D
      = x ⬝ᵥ eps *ᵥ fieldAtD V Z eps D u + 4 * π / V * (x ⬝ᵥ Zᵀ *ᵥ u) := by
    intro x
    rw [eps_mulVec_fieldAtD heps, dotProduct_sub, dotProduct_smul, smul_eq_mul]
    ring
  unfold energyAtD
  generalize fieldAtD V Z eps D u = E₀ at hd ⊢
  -- the gap is the field energy of the deviation from the eliminated field
  have gap : legendreForm V K Z eps D u E₀ - legendreForm V K Z eps D u E
      = V / (8 * π) * ((E - E₀) ⬝ᵥ eps *ᵥ (E - E₀)) := by
    have hs := dot_symm (eps_symm heps) E₀ E
    unfold legendreForm enthalpy
    rw [hd E₀, hd E, dot_transpose Z u E₀, dot_transpose Z u E]
    simp only [mulVec_sub, dotProduct_sub, sub_dotProduct, hs]
    field_simp
    ring
  have hc : 0 < V / (8 * π) := by positivity
  by_cases h : E = E₀
  · subst h
    simp
  · have hp := mul_pos hc (quad_pos heps (sub_ne_zero.mpr h))
    exact ⟨by linarith, fun he => by linarith, fun he => absurd he h⟩
```

## The quadratic energy and its Hessian

The explicit form of U(u) is proved here for V > 0 and positive definite ε, without assuming that K is symmetric. The facts `hs` and `hs2` match the two cross terms and the constant term in the expansion of a·ε⁻¹a.

```lean
/-- With the field eliminated, the energy at fixed `D` is an explicit quadratic function of the
displacements, with quadratic part `u·(K + (4π/V) Z ε⁻¹ Zᵀ)u/2`. -/
theorem energyAtD_eq_quadratic (hV : 0 < V) (heps : eps.PosDef) (D : m → ℝ) (u : n → ℝ) :
    energyAtD V K Z eps D u
      = (u ⬝ᵥ forceConstantsAtD V K Z eps *ᵥ u) / 2 - u ⬝ᵥ Z *ᵥ (eps⁻¹ *ᵥ D)
        + V / (8 * π) * (D ⬝ᵥ eps⁻¹ *ᵥ D) := by
  have hs : (eps⁻¹ *ᵥ (Zᵀ *ᵥ u)) ⬝ᵥ D = (eps⁻¹ *ᵥ D) ⬝ᵥ (Zᵀ *ᵥ u) :=
    (dotProduct_comm _ _).trans
      ((dot_symm (inv_symm heps) _ _).trans (dotProduct_comm _ _))
  have hs2 : D ⬝ᵥ eps⁻¹ *ᵥ D = (eps⁻¹ *ᵥ D) ⬝ᵥ D := dotProduct_comm _ _
  unfold energyAtD legendreForm enthalpy
  rw [eps_mulVec_fieldAtD heps, dot_transpose Z u (fieldAtD V Z eps D u),
    dot_transpose Z u (eps⁻¹ *ᵥ D), forceConstants_mulVec, dotProduct_add, dotProduct_smul,
    dot_transpose Z u (eps⁻¹ *ᵥ (Zᵀ *ᵥ u))]
  unfold fieldAtD
  simp only [mulVec_sub, mulVec_smul, sub_dotProduct, smul_dotProduct, dotProduct_sub,
    dotProduct_smul, smul_eq_mul, hs, hs2]
  field_simp
  ring
```

Symmetry of K enters now, and makes K_D symmetric.

```lean
omit [Fintype n] in
/-- The force-constant matrix at fixed `D` is symmetric. -/
theorem forceConstantsAtD_symm (hK : Kᵀ = K) (heps : eps.PosDef) :
    (forceConstantsAtD V K Z eps)ᵀ = forceConstantsAtD V K Z eps := by
  simp only [forceConstantsAtD, transpose_add, transpose_smul, transpose_mul,
    transpose_transpose, inv_symm heps, hK, Matrix.mul_assoc]
```

`HasDerivAt` states that a function has a given derivative at a point, here t = 0. The proof establishes the parabola in t from the derivation above as `hpar`, using `hs` to merge u·K_D v with v·K_D u, and then differentiates it.

```lean
/-- The slope of the fixed-`D` energy at `u` along a displacement pattern `v` is
`v·((K + (4π/V) Z ε⁻¹ Zᵀ)u - Z ε⁻¹ D)`. -/
theorem hasDerivAt_energyAtD (hV : 0 < V) (hK : Kᵀ = K) (heps : eps.PosDef) (D : m → ℝ)
    (u v : n → ℝ) :
    HasDerivAt (fun t : ℝ => energyAtD V K Z eps D (u + t • v))
      (v ⬝ᵥ (forceConstantsAtD V K Z eps *ᵥ u - Z *ᵥ (eps⁻¹ *ᵥ D))) 0 := by
  have hs := dot_symm (forceConstantsAtD_symm (V := V) (Z := Z) hK heps) u v
  -- along a line the energy is a parabola
  have hpar : (fun t : ℝ => energyAtD V K Z eps D (u + t • v)) = fun t : ℝ =>
      energyAtD V K Z eps D u
        + t * (v ⬝ᵥ (forceConstantsAtD V K Z eps *ᵥ u - Z *ᵥ (eps⁻¹ *ᵥ D)))
        + t ^ 2 * ((v ⬝ᵥ forceConstantsAtD V K Z eps *ᵥ v) / 2) := by
    funext t
    rw [energyAtD_eq_quadratic hV heps, energyAtD_eq_quadratic hV heps]
    simp only [mulVec_add, mulVec_smul, add_dotProduct, smul_dotProduct, dotProduct_add,
      dotProduct_smul, dotProduct_sub, smul_eq_mul, hs]
    ring
  rw [hpar]
  exact ((((hasDerivAt_id' (0 : ℝ)).mul_const _).const_add _).fun_add
    (((hasDerivAt_id' (0 : ℝ)).fun_pow 2).mul_const _)).congr_deriv (by simp)
```

The main theorem differentiates twice: first along v, then along w. It holds at every u and every D, and its value is the matrix element v·K_D w with the matrix written out in full. The inner `deriv` is a real slope, since the previous theorem shows that the derivative exists at each displaced point u + sw. The step `haff` records that this slope is affine in s, and the coefficient of s is the answer.

```lean
/-- The Hessian of the fixed-`D` energy is `K + (4π/V) Z ε⁻¹ Zᵀ`: its second derivative along
any patterns `v` and `w`, at any `u`, is the corresponding matrix element. -/
theorem hessian_energyAtD (hV : 0 < V) (hK : Kᵀ = K) (heps : eps.PosDef) (D : m → ℝ)
    (u v w : n → ℝ) :
    HasDerivAt
      (fun s : ℝ => deriv (fun t : ℝ => energyAtD V K Z eps D (u + s • w + t • v)) 0)
      (v ⬝ᵥ (K + (4 * π / V) • (Z * eps⁻¹ * Zᵀ)) *ᵥ w) 0 := by
  change HasDerivAt _ (v ⬝ᵥ forceConstantsAtD V K Z eps *ᵥ w) 0
  -- the slope along `v` is affine in the displacement along `w`
  have haff : (fun s : ℝ =>
      deriv (fun t : ℝ => energyAtD V K Z eps D (u + s • w + t • v)) 0) = fun s : ℝ =>
      v ⬝ᵥ (forceConstantsAtD V K Z eps *ᵥ u - Z *ᵥ (eps⁻¹ *ᵥ D))
        + s * (v ⬝ᵥ forceConstantsAtD V K Z eps *ᵥ w) := by
    funext s
    rw [(hasDerivAt_energyAtD hV hK heps D (u + s • w) v).deriv]
    simp only [mulVec_add, mulVec_smul, dotProduct_add, dotProduct_sub, dotProduct_smul,
      smul_eq_mul]
    ring
  rw [haff]
  exact (((hasDerivAt_id' (0 : ℝ)).mul_const _).const_add _).congr_deriv (by simp)
```

## Which patterns are stiffened

The last theorem compares the curvature v·K_D v with v·Kv, the curvature at fixed E. The first is never smaller, and they agree exactly when Zᵀv = 0. The proof sets e = ε⁻¹Zᵀv and uses (Zᵀv)·ε⁻¹(Zᵀv) = e·εe. If Zᵀv is nonzero, then so is e, and `quad_pos` makes the extra term strictly positive. Neither the symmetry of K nor its positivity is required, so the comparison also covers unstable modes.

```lean
/-- Along every pattern `v` the curvature at fixed `D` is at least `v·Kv`, with equality exactly
when `Zᵀv = 0`. -/
theorem curvature_le_curvatureAtD (hV : 0 < V) (heps : eps.PosDef) (v : n → ℝ) :
    v ⬝ᵥ K *ᵥ v ≤ v ⬝ᵥ forceConstantsAtD V K Z eps *ᵥ v ∧
      (v ⬝ᵥ K *ᵥ v = v ⬝ᵥ forceConstantsAtD V K Z eps *ᵥ v ↔ Zᵀ *ᵥ v = 0) := by
  have hy := eps_inv heps (Zᵀ *ᵥ v)
  have hc : 0 < 4 * π / V := by positivity
  rw [forceConstants_mulVec, dotProduct_add, dotProduct_smul, smul_eq_mul,
    dot_transpose Z v (eps⁻¹ *ᵥ (Zᵀ *ᵥ v))]
  by_cases h : Zᵀ *ᵥ v = 0
  · simp [h]
  · -- a polar pattern induces a nonzero field, which costs energy
    have hne : eps⁻¹ *ᵥ (Zᵀ *ᵥ v) ≠ 0 := by
      intro h0
      rw [h0, mulVec_zero] at hy
      exact h hy.symm
    have hq := quad_pos heps hne
    rw [hy] at hq
    have hp := mul_pos hc hq
    exact ⟨by linarith, fun he => by linarith, fun he => absurd he h⟩

end

end FixedDisplacementForceConstants
```

```lean
#print axioms FixedDisplacementForceConstants.legendreForm_le_energyAtD
#print axioms FixedDisplacementForceConstants.forceConstantsAtD_symm
#print axioms FixedDisplacementForceConstants.hessian_energyAtD
#print axioms FixedDisplacementForceConstants.curvature_le_curvatureAtD
```

```
'FixedDisplacementForceConstants.legendreForm_le_energyAtD' depends on axioms: [propext, Classical.choice, Quot.sound]
'FixedDisplacementForceConstants.forceConstantsAtD_symm' depends on axioms: [propext, Classical.choice, Quot.sound]
'FixedDisplacementForceConstants.hessian_energyAtD' depends on axioms: [propext, Classical.choice, Quot.sound]
'FixedDisplacementForceConstants.curvature_le_curvatureAtD' depends on axioms: [propext, Classical.choice, Quot.sound]
```
